# Rotation-matrix entries obey the n = 3 addition theorem on Fock's three-sphere

The nine spatial functions (spin left aside) of the hydrogen shell $n=3$ are represented here by the nine entries of a $3\times3$ real matrix $R(q)$, which depends on a quaternion $q$, and not by hyperspherical harmonics labelled by angular momentum. The matrix describes the map $v\mapsto q\,v\,\bar q$ on imaginary quaternions, where $\bar q$ is the conjugate of $q$. For unit quaternions $p$ and $q$, with Euclidean scalar product $\langle p,q\rangle$ in four-space, the addition theorem reads

$$\operatorname{tr}\big(R(p)^{T}R(q)\big)=\sum_{i,j}R_{ij}(p)R_{ij}(q)=4\langle p,q\rangle^2-1 .$$

This is the degree-two member of a family with one addition theorem for each shell. It bears on the non-relativistic one-electron atom: there, through Fock's projection of momenta onto the three-sphere, it gives the sum of $\psi(\vec k)\,\psi^*(\vec l)$ over nine orthonormal $n=3$ momentum-space wavefunctions $\psi$, at momenta $\vec k$ and $\vec l$, as a closed expression with no sum over angular momenta, up to a normalisation constant and the momentum-dependent prefactor of each wavefunction given at the end.

```lean
import Mathlib

open Matrix Quaternion

namespace FockAdditionTheorem

noncomputable section
```

## From quaternions to a matrix

Write $q=a+b\,\mathbf i+c\,\mathbf j+d\,\mathbf k$. In Lean, `ℍ[ℝ]` is the type of real quaternions, and $a,b,c,d$ are `q.re`, `q.imI`, `q.imJ` and `q.imK`. A vector $v$ in three-space, with components numbered 0, 1, 2, becomes the quaternion $v_0\mathbf i+v_1\mathbf j+v_2\mathbf k$.

```lean
/-- The imaginary quaternion with the components of a vector in three-space. -/
def imQuat (v : Fin 3 → ℝ) : ℍ[ℝ] := ⟨0, v 0, v 1, v 2⟩
```

Its four components can be read off from the definition.

```lean
/-- The real part of `imQuat v` vanishes and its imaginary parts are the components of `v`. -/
theorem imQuat_components (v : Fin 3 → ℝ) :
    (imQuat v).re = 0 ∧ (imQuat v).imI = v 0 ∧ (imQuat v).imJ = v 1 ∧ (imQuat v).imK = v 2 :=
  ⟨rfl, rfl, rfl, rfl⟩
```

In the other direction, the imaginary part of a quaternion is a vector.

```lean
/-- The three imaginary components of a quaternion. -/
def imPart (q : ℍ[ℝ]) : Fin 3 → ℝ := ![q.imI, q.imJ, q.imK]
```

Column $j$ of $R(q)$ is the imaginary part of $q\,e_j\,\bar q$, where $e_j$ is the $j$-th unit vector, written `Pi.single j 1`. Conjugation is `star`.

```lean
/-- The matrix of `v ↦ q v conj(q)` on imaginary quaternions; column `j` is the image of the
`j`-th unit vector. -/
def rot (q : ℍ[ℝ]) : Matrix (Fin 3) (Fin 3) ℝ :=
  Matrix.of fun i j => imPart (q * imQuat (Pi.single j 1) * star q) i
```

The scalar product is the sum of the four products of components, so $|q|^2=\langle q,q\rangle$ and a unit quaternion satisfies `dot4 q q = 1`.

```lean
/-- The Euclidean scalar product of two quaternions as vectors in four-space. -/
def dot4 (p q : ℍ[ℝ]) : ℝ :=
  p.re * q.re + p.imI * q.imI + p.imJ * q.imJ + p.imK * q.imK
```

For the first column, multiply in two stages:

$$q\,\mathbf i=-b+a\,\mathbf i+d\,\mathbf j-c\,\mathbf k,$$
$$q\,\mathbf i\,\bar q=(a^2+b^2-c^2-d^2)\,\mathbf i+2(bc+ad)\,\mathbf j+2(bd-ac)\,\mathbf k .$$

The real part cancels. The other two columns follow by the cyclic replacement $b\to c\to d\to b$, together with $\mathbf i\to\mathbf j\to\mathbf k\to\mathbf i$:

$$R(q)=\begin{pmatrix}a^2+b^2-c^2-d^2&2(bc-ad)&2(bd+ac)\\2(bc+ad)&a^2-b^2+c^2-d^2&2(cd-ab)\\2(bd-ac)&2(cd+ab)&a^2-b^2-c^2+d^2\end{pmatrix}.$$

Lean treats the nine entries one at a time: `fin_cases` selects the entry, `simp` multiplies the quaternions, and `ring` compares the polynomials.

```lean
/-- The nine entries of the matrix are quadratic forms in the components of the quaternion. -/
theorem rot_eq (q : ℍ[ℝ]) : rot q =
    !![q.re^2 + q.imI^2 - q.imJ^2 - q.imK^2, 2 * (q.imI * q.imJ - q.re * q.imK),
        2 * (q.imI * q.imK + q.re * q.imJ);
      2 * (q.imI * q.imJ + q.re * q.imK), q.re^2 - q.imI^2 + q.imJ^2 - q.imK^2,
        2 * (q.imJ * q.imK - q.re * q.imI);
      2 * (q.imI * q.imK - q.re * q.imJ), 2 * (q.imJ * q.imK + q.re * q.imI),
        q.re^2 - q.imI^2 - q.imJ^2 + q.imK^2] := by
  ext i j
  fin_cases i <;> fin_cases j <;>
    simp [rot, imPart, imQuat_components, Pi.single_apply] <;> ring
```

The map $v\mapsto q\,v\,\bar q$ is linear, so agreement on the unit vectors gives agreement on every $v$. The lemma states this as an equality of quaternions, which includes the vanishing of the real part of $q\,v\,\bar q$. The symbol `*ᵥ` applies a matrix to a vector.

```lean
/-- The matrix acts on every vector as the quaternion product `q v conj(q)`. -/
theorem imQuat_rot_mulVec (q : ℍ[ℝ]) (v : Fin 3 → ℝ) :
    imQuat (rot q *ᵥ v) = q * imQuat v * star q := by
  rw [rot_eq]
  apply Quaternion.ext <;>
    simp [imQuat_components, dotProduct, Fin.sum_univ_three] <;> ring
```

## The sum of nine products

By hand, the trace reduces to that of a single matrix. Conjugating $p$ reverses the signs of $b,c,d$, which changes only the terms $ad$, $ac$, $ab$ in the matrix above and so transposes it: $R(p)^T=R(\bar p)$. Applying two of the maps in succession gives $\bar p\,(q\,v\,\bar q)\,p=(\bar p q)\,v\,\overline{(\bar p q)}$, hence $R(\bar p)R(q)=R(u)$ with $u=\bar p q$. The diagonal entries sum to

$$\operatorname{tr}R(u)=3u_{\rm re}^2-(|u|^2-u_{\rm re}^2)=4u_{\rm re}^2-|u|^2 ,$$

where $u_{\rm re}$ is the real part of $u$. Since $u_{\rm re}=\langle p,q\rangle$ and $|u|^2=|p|^2|q|^2$,

$$\operatorname{tr}\big(R(p)^TR(q)\big)=4\langle p,q\rangle^2-|p|^2|q|^2 .$$

Lean takes the direct route. It inserts the explicit entries, writes out the nine products, and lets `ring` confirm the polynomial identity in eight real variables.

```lean
/-- Addition theorem for arbitrary quaternions: the nine products of matching entries sum to
`4⟨p,q⟩² - |p|²|q|²`. -/
theorem trace_rot_general (p q : ℍ[ℝ]) :
    Matrix.trace ((rot p)ᵀ * rot q) = 4 * dot4 p q ^ 2 - dot4 p p * dot4 q q := by
  rw [rot_eq p, rot_eq q]
  simp [Matrix.trace, Matrix.mul_apply, Fin.sum_univ_three, dot4]
  ring
```

Setting $|p|=|q|=1$ gives the theorem on the three-sphere.

```lean
/-- Addition theorem on the unit three-sphere: the nine products of matching entries sum to
`4⟨p,q⟩² - 1`. -/
theorem addition_theorem (p q : ℍ[ℝ]) (hp : dot4 p p = 1) (hq : dot4 q q = 1) :
    Matrix.trace ((rot p)ᵀ * rot q) = 4 * dot4 p q ^ 2 - 1 := by
  rw [trace_rot_general, hp, hq, one_mul]
```

As a numerical instance, take $p=1$ and $q=\tfrac35+\tfrac45\mathbf i$. Then $R(p)$ is the identity, and $R(q)$ has diagonal entries $1,-\tfrac7{25},-\tfrac7{25}$, so the trace is $\tfrac{11}{25}$. The right-hand side is $4\cdot\tfrac9{25}-1=\tfrac{11}{25}$.

The unit-length hypotheses matter. With $p=2$ and $q=1$ the matrices are $4I$ and $I$, where $I$ is the identity, so the trace is 12, whereas $4\langle p,q\rangle^2-1=15$. The general formula gives the correct $16-4=12$.

The entries are not normalised. Integrated over the unit three-sphere, whose volume is $2\pi^2$, each $R_{ij}^2$ gives $2\pi^2/3$, and different entries are orthogonal. The orthonormal functions are therefore $\sqrt{3/(2\pi^2)}\,R_{ij}$, and their addition theorem has the right-hand side $\tfrac{3}{2\pi^2}\big(4\langle p,q\rangle^2-1\big)$. These integrals are standard results quoted for comparison with the usual convention, and the code does not compute them.

## Why these are n = 3 functions

In Fock's description, the $n=3$ functions on the three-sphere are the restrictions of homogeneous quadratic polynomials in four variables that satisfy Laplace's equation. The entries of $R(q)$ are visibly homogeneous quadratics. To test Laplace's equation, introduce the four coordinate directions $\epsilon_a$, with $a=0,\dots,3$ now serving as an index.

```lean
/-- The four coordinate unit vectors of quaternion space. -/
def axis : Fin 4 → ℍ[ℝ] := ![⟨1, 0, 0, 0⟩, ⟨0, 1, 0, 0⟩, ⟨0, 0, 1, 0⟩, ⟨0, 0, 0, 1⟩]
```

The Laplacian of a function $f$ at $q$ is the sum of its second derivatives along these directions:

$$\Delta f(q)=\sum_{a=0}^{3}\frac{d^2}{dt^2}f(q+t\epsilon_a)\Big|_{t=0}.$$

```lean
/-- The four-dimensional Laplacian: the sum of the second derivatives along the four axes. -/
def laplacian (f : ℍ[ℝ] → ℝ) (q : ℍ[ℝ]) : ℝ :=
  ∑ a, deriv (deriv fun t : ℝ => f (q + t • axis a)) 0
```

Let $F$ be any one of the nine entries. Because $F$ is a quadratic form, along a line with direction $e$ it is

$$F(q+te)=F(q)+t\,\big[F(q+e)-F(q)-F(e)\big]+t^2F(e).$$

```lean
/-- Along a straight line each matrix entry is a polynomial of degree at most two in `t`, whose
coefficient of `t ^ 2` is the entry at the direction vector. -/
theorem rot_line (q e : ℍ[ℝ]) (t : ℝ) (i j : Fin 3) :
    rot (q + t • e) i j =
      rot q i j + t * (rot (q + e) i j - rot q i j - rot e i j) + t ^ 2 * rot e i j := by
  simp only [rot_eq]
  fin_cases i <;> fin_cases j <;> simp <;> ring
```

The second derivative is $2F(e)$, so $\Delta F(q)=2\sum_aF(\epsilon_a)$. A diagonal entry takes the value $+1$ on two axes and $-1$ on the other two. An off-diagonal entry contains only products of two different components and vanishes on every axis. The sum is zero in both cases.

In the proof, `quad` is the second derivative of a general quadratic polynomial, obtained by differentiating twice. After `rot_line` has put each entry into that form, the closing case split evaluates the sum over the axes. Lean's `deriv` returns zero where a function has no derivative, but here the functions are polynomials in $t$ and the derivatives are genuine.

```lean
/-- Each of the nine matrix entries solves the Laplace equation in four dimensions. -/
theorem rot_harmonic (i j : Fin 3) (q : ℍ[ℝ]) : laplacian (fun x => rot x i j) q = 0 := by
  -- the second derivative of `A + t * B + t ^ 2 * C` is twice the coefficient of `t ^ 2`
  have quad : ∀ A B C : ℝ, deriv (deriv fun t : ℝ => A + t * B + t ^ 2 * C) 0 = 2 * C := by
    intro A B C
    have h1 : (deriv fun t : ℝ => A + t * B + t ^ 2 * C) = fun t => B + 2 * t * C := by
      funext t
      have h : HasDerivAt (fun t : ℝ => A + t * B + t ^ 2 * C) (B + 2 * t * C) t := by
        refine HasDerivAt.congr_deriv ((((hasDerivAt_id' t).mul_const B).const_add A).fun_add
          ((hasDerivAt_pow 2 t).mul_const C)) ?_
        norm_num
      exact h.deriv
    have h2 : HasDerivAt (fun t : ℝ => B + 2 * t * C) (2 * C) 0 := by
      refine HasDerivAt.congr_deriv
        ((((hasDerivAt_id' (0 : ℝ)).const_mul 2).mul_const C).const_add B) ?_
      norm_num
    rw [h1]
    exact h2.deriv
  simp only [laplacian, rot_line, quad]
  -- the coefficients of `t ^ 2` cancel over the four axes
  rw [Fin.sum_univ_four]
  simp only [rot_eq]
  fin_cases i <;> fin_cases j <;> simp [axis]
```

Nine functions fill a nine-fold shell only if none is a combination of the others. Suppose that real coefficients $c_{ij}$ satisfy $\sum_{i,j}c_{ij}R_{ij}(q)=0$ at every unit quaternion. The points $1$, $\mathbf i$ and $\mathbf j$ give

$$c_{00}+c_{11}+c_{22}=0,\qquad c_{00}-c_{11}-c_{22}=0,\qquad -c_{00}+c_{11}-c_{22}=0 .$$

Adding the first equation to the second gives $c_{00}=0$, adding it to the third gives $c_{11}=0$, and then $c_{22}=0$.

With the diagonal coefficients gone, six points with components $\tfrac35$ and $\tfrac45$ settle the rest. The three with a non-zero real part give

$$c_{21}=c_{12},\qquad c_{02}=c_{20},\qquad c_{10}=c_{01},$$

and the three purely imaginary ones give

$$c_{01}+c_{10}=0,\qquad c_{02}+c_{20}=0,\qquad c_{12}+c_{21}=0 .$$

All nine coefficients vanish. In Lean, `expand` and `key` write the assumed relation in coordinates, `h1` to `h9` evaluate it at the nine points, and `linarith` solves the linear equations.

```lean
/-- The nine matrix entries are linearly independent as functions on the unit three-sphere. -/
theorem rot_entries_independent (c : Matrix (Fin 3) (Fin 3) ℝ)
    (h : ∀ q : ℍ[ℝ], dot4 q q = 1 → ∑ i, ∑ j, c i j * rot q i j = 0) : c = 0 := by
  -- the nine-term sum written out for a general unit quaternion
  have expand : ∀ q : ℍ[ℝ], dot4 q q = 1 →
      c 0 0 * (q.re^2 + q.imI^2 - q.imJ^2 - q.imK^2)
      + c 0 1 * (2 * (q.imI * q.imJ - q.re * q.imK))
      + c 0 2 * (2 * (q.imI * q.imK + q.re * q.imJ))
      + c 1 0 * (2 * (q.imI * q.imJ + q.re * q.imK))
      + c 1 1 * (q.re^2 - q.imI^2 + q.imJ^2 - q.imK^2)
      + c 1 2 * (2 * (q.imJ * q.imK - q.re * q.imI))
      + c 2 0 * (2 * (q.imI * q.imK - q.re * q.imJ))
      + c 2 1 * (2 * (q.imJ * q.imK + q.re * q.imI))
      + c 2 2 * (q.re^2 - q.imI^2 - q.imJ^2 + q.imK^2) = 0 := by
    intro q hq
    have h0 := h q hq
    simp [rot_eq, Fin.sum_univ_three] at h0
    linarith
  have key : ∀ x y z w : ℝ, x^2 + y^2 + z^2 + w^2 = 1 →
      c 0 0 * (x^2 + y^2 - z^2 - w^2) + c 0 1 * (2 * (y * z - x * w))
      + c 0 2 * (2 * (y * w + x * z)) + c 1 0 * (2 * (y * z + x * w))
      + c 1 1 * (x^2 - y^2 + z^2 - w^2) + c 1 2 * (2 * (z * w - x * y))
      + c 2 0 * (2 * (y * w - x * z)) + c 2 1 * (2 * (z * w + x * y))
      + c 2 2 * (x^2 - y^2 - z^2 + w^2) = 0 := by
    intro x y z w hu
    exact expand ⟨x, y, z, w⟩ (by simp only [dot4]; linarith)
  -- three points fix the diagonal, six more fix the off-diagonal coefficients
  have h1 := key 1 0 0 0 (by norm_num)
  have h2 := key 0 1 0 0 (by norm_num)
  have h3 := key 0 0 1 0 (by norm_num)
  have h4 := key (3/5) (4/5) 0 0 (by norm_num)
  have h5 := key (3/5) 0 (4/5) 0 (by norm_num)
  have h6 := key (3/5) 0 0 (4/5) (by norm_num)
  have h7 := key 0 (3/5) (4/5) 0 (by norm_num)
  have h8 := key 0 (3/5) 0 (4/5) (by norm_num)
  have h9 := key 0 0 (3/5) (4/5) (by norm_num)
  ext i j
  fin_cases i <;> fin_cases j <;> simp <;> linarith
```

The harmonic quadratics in four variables form a space of dimension $10-1=9$, by the usual count of ten quadratic monomials and one Laplace condition. Nine independent members therefore span it.

## Back to momentum space

Fock's projection places a momentum $\vec k$ on the three-sphere by means of a momentum scale $p_0$. For a bound state of energy $E$ and electron mass $m$, this scale is fixed by $E=-p_0^2/(2m)$. For hydrogen with a fixed nucleus and $n=3$ it is $p_0=1/3$ in atomic units, while the theorems allow any non-zero real $p_0$. With $k^2=\vec k\cdot\vec k$, the projected point is

$$\xi(\vec k)=\left(\frac{p_0^2-k^2}{p_0^2+k^2},\ \frac{2p_0\vec k}{p_0^2+k^2}\right).$$

In the code the point is `fock p0 k`, and `⬝ᵥ` is the scalar product in three-space.

```lean
/-- Fock's stereographic projection of a momentum `k`, with momentum scale `p0`, to four-space. -/
def fock (p0 : ℝ) (k : Fin 3 → ℝ) : ℍ[ℝ] :=
  ⟨(p0^2 - k ⬝ᵥ k) / (p0^2 + k ⬝ᵥ k), 2 * p0 * k 0 / (p0^2 + k ⬝ᵥ k),
    2 * p0 * k 1 / (p0^2 + k ⬝ᵥ k), 2 * p0 * k 2 / (p0^2 + k ⬝ᵥ k)⟩
```

For a second momentum $\vec l$, the scalar product of the two points has the denominator

$$(p_0^2+k^2)(p_0^2+l^2)=p_0^4+p_0^2(k^2+l^2)+k^2l^2$$

and the numerator

$$(p_0^2-k^2)(p_0^2-l^2)+4p_0^2\,\vec k\cdot\vec l=p_0^4-p_0^2(k^2+l^2)+k^2l^2+4p_0^2\,\vec k\cdot\vec l .$$

The denominator exceeds the numerator by $2p_0^2(k^2+l^2-2\vec k\cdot\vec l)=2p_0^2|\vec k-\vec l|^2$. Therefore

$$\langle\xi(\vec k),\xi(\vec l)\rangle=1-\frac{2p_0^2|\vec k-\vec l|^2}{(p_0^2+k^2)(p_0^2+l^2)} .$$

The condition $p_0\neq0$ keeps both factors of the denominator positive, so neither vanishes, and `pos` states that they are non-zero. `field_simp` then clears the fractions and `ring` compares the numerators.

```lean
/-- The scalar product of two projected momenta in terms of the momentum transfer `k - l`. -/
theorem dot4_fock (p0 : ℝ) (hp : p0 ≠ 0) (k l : Fin 3 → ℝ) :
    dot4 (fock p0 k) (fock p0 l) =
      1 - 2 * p0^2 * ((k - l) ⬝ᵥ (k - l)) / ((p0^2 + k ⬝ᵥ k) * (p0^2 + l ⬝ᵥ l)) := by
  have pos : ∀ v : Fin 3 → ℝ, p0^2 + (v 0 * v 0 + v 1 * v 1 + v 2 * v 2) ≠ 0 := by
    intro v
    have h0 : 0 < p0^2 := by positivity
    apply ne_of_gt
    linarith [mul_self_nonneg (v 0), mul_self_nonneg (v 1), mul_self_nonneg (v 2)]
  have hk := pos k
  have hl := pos l
  simp only [dot4, fock, dotProduct, Fin.sum_univ_three, Pi.sub_apply]
  field_simp
  ring
```

Setting $\vec l=\vec k$ gives scalar product 1, so every projected momentum lies on the unit sphere. This is the step `unit` in the last proof, and it supplies the two hypotheses of `addition_theorem`. Substituting the scalar product gives

$$\operatorname{tr}\big(R(\xi(\vec k))^TR(\xi(\vec l))\big)=4\left(1-\frac{2p_0^2|\vec k-\vec l|^2}{(p_0^2+k^2)(p_0^2+l^2)}\right)^2-1 .$$

The earlier numerical instance reappears for $p_0=1$, $\vec k=0$ and $\vec l=(\tfrac12,0,0)$. These momenta project to $1$ and $\tfrac35+\tfrac45\mathbf i$, and the bracket equals $1-\tfrac25=\tfrac35$.

The statement concerns the angular functions on the sphere. A hydrogen wavefunction in momentum space carries the additional factor $(p_0^2+k^2)^{-2}$, up to normalisation, and the Schrödinger equation that leads to this form is taken from Fock's treatment and not derived here.

```lean
/-- The addition theorem in momentum variables: for two projected momenta the nine-term sum
depends on the momentum transfer and the two magnitudes as shown. -/
theorem addition_theorem_momentum (p0 : ℝ) (hp : p0 ≠ 0) (k l : Fin 3 → ℝ) :
    Matrix.trace ((rot (fock p0 k))ᵀ * rot (fock p0 l)) =
      4 * (1 - 2 * p0^2 * ((k - l) ⬝ᵥ (k - l)) /
        ((p0^2 + k ⬝ᵥ k) * (p0^2 + l ⬝ᵥ l))) ^ 2 - 1 := by
  -- projected momenta lie on the unit sphere: zero momentum transfer
  have unit : ∀ v : Fin 3 → ℝ, dot4 (fock p0 v) (fock p0 v) = 1 := by
    intro v
    rw [dot4_fock p0 hp]
    simp
  rw [addition_theorem _ _ (unit k) (unit l), dot4_fock p0 hp]

end

end FockAdditionTheorem
```

```lean
#print axioms FockAdditionTheorem.imQuat_rot_mulVec
-- 'FockAdditionTheorem.imQuat_rot_mulVec' depends on axioms: [propext, Classical.choice, Quot.sound]
#print axioms FockAdditionTheorem.rot_harmonic
-- 'FockAdditionTheorem.rot_harmonic' depends on axioms: [propext, Classical.choice, Quot.sound]
#print axioms FockAdditionTheorem.rot_entries_independent
-- 'FockAdditionTheorem.rot_entries_independent' depends on axioms: [propext, Classical.choice, Quot.sound]
#print axioms FockAdditionTheorem.addition_theorem_momentum
-- 'FockAdditionTheorem.addition_theorem_momentum' depends on axioms: [propext, Classical.choice, Quot.sound]
```
